# Vanishing odd power sums of N complex levels up to order N force the odd elementary symmetric functions to vanish up to order N

The theorem `odd_esymm_eq_zero` concerns a finite collection of N complex levels, counted with multiplicity; no Hamiltonian appears in the statement. If the sum of the k-th powers of the levels is zero for every odd k up to N, then the k-th elementary symmetric function, the sum of all products of k of the levels, is zero for the same k. The proof is by strong induction on k, using Newton's identity, which writes k times the k-th elementary symmetric function as a signed sum of products of lower ones with power sums. The two orders in each product add up to the odd number k, so one of them is odd, and that factor vanishes by the hypothesis or by induction.

Lean 4 with Mathlib refuses this proof:

```lean
import Mathlib

open Polynomial

namespace OddEsymmEqZero

noncomputable section

/-- Newton's identity for a finite collection of complex levels: for `k ≥ 1` it expresses the `k`-th
elementary symmetric function through lower ones and the power sums. -/
theorem newton (s : Multiset ℂ) (k : ℕ) :
    (k : ℂ) * s.esymm k = (-1) ^ (k + 1) *
      ∑ a ∈ Finset.HasAntidiagonal.antidiagonal k with a.1 < k,
        (-1) ^ a.1 * s.esymm a.1 * (s.map fun l => l ^ a.2).sum := by
  have hp : ∀ j : ℕ, ∑ x : s, (x : ℂ) ^ j = (s.map fun l => l ^ j).sum :=
    fun j => congrArg Multiset.sum (Multiset.map_univ s fun l => l ^ j)
  have h := congrArg (MvPolynomial.aeval (fun x : s => (x : ℂ)))
    (MvPolynomial.mul_esymm_eq_sum s ℂ k)
  simp only [map_mul, map_sum, map_pow, map_neg, map_one, map_natCast,
    MvPolynomial.aeval_esymm_eq_multiset_esymm, Multiset.map_univ_coe,
    MvPolynomial.psum, MvPolynomial.aeval_X, hp] at h
  exact h

/-- If the odd power sums of `N` complex levels vanish up to order `N`, then so do their odd
elementary symmetric functions. -/
theorem odd_esymm_eq_zero (s : Multiset ℂ)
    (h : ∀ k, Odd k → k ≤ Multiset.card s → (s.map fun l => l ^ k).sum = 0) :
    ∀ k, Odd k → k ≤ Multiset.card s → s.esymm k = 0 := by
  intro k
  induction k using Nat.strong_induction_on with
  | _ k ih =>
    intro hk hks
    have hk0 : (k : ℂ) ≠ 0 := Nat.cast_ne_zero.2 hk.pos.ne'
    have hN := newton s k
    rw [Finset.sum_eq_zero, mul_zero] at hN
    · exact (mul_eq_zero.1 hN).resolve_left hk0
    · -- in each term one of the two orders is odd
      intro a ha
      rw [Finset.mem_filter, Finset.mem_antidiagonal] at ha
      obtain ⟨hsum, hlt⟩ := ha
      rcases Nat.even_or_odd a.1 with he | ho
      · have h2 : Odd a.2 := by
          obtain ⟨r, hr⟩ := he
          obtain ⟨t, ht⟩ := hk
          exact ⟨t - r, by omega⟩
        rw [h a.2 h2 (by omega), mul_zero]
      · rw [ih a.1 hlt ho (by omega), mul_zero, zero_mul]

end

end OddEsymmEqZero
```

Messages:

```
Main.lean:39:29: error: Tactic `rewrite` failed: Did not find an occurrence of the pattern
  ?m.120 ∈ Finset.antidiagonal ?m.117 ?m.118 ?m.119
in the target expression
  a ∈ Finset.HasAntidiagonal.antidiagonal k ∧ a.1 < k

case h
s : Multiset ℂ
h : ∀ (k : ℕ), Odd k → k ≤ s.card → (Multiset.map (fun l => l ^ k) s).sum = 0
k : ℕ
ih : ∀ m < k, Odd m → m ≤ s.card → s.esymm m = 0
hk : Odd k
hks : k ≤ s.card
hk0 : ↑k ≠ 0
hN :
  ↑k * s.esymm k =
    (-1) ^ (k + 1) *
      ∑ a ∈ Finset.HasAntidiagonal.antidiagonal k with a.1 < k,
        (-1) ^ a.1 * s.esymm a.1 * (Multiset.map (fun l => l ^ a.2) s).sum
a : ℕ × ℕ
ha : a ∈ Finset.HasAntidiagonal.antidiagonal k ∧ a.1 < k
⊢ (-1) ^ a.1 * s.esymm a.1 * (Multiset.map (fun l => l ^ a.2) s).sum = 0
```

What went wrong. The error comes from the second rewrite in `rw [Finset.mem_filter, Finset.mem_antidiagonal] at ha`. The first has already worked: `ha` is now a conjunction, whose first half says that `a` lies in `Finset.HasAntidiagonal.antidiagonal k`. That half should next become the equation `a.1 + a.2 = k`.

The lemma `Finset.mem_antidiagonal`, however, is about a different function. The pattern in the message is membership in `Finset.antidiagonal` applied to three arguments, while `ha` contains `Finset.HasAntidiagonal.antidiagonal` applied to the single number `k`. The pattern therefore occurs nowhere in `ha`, and `rw` fails.

The diff changes only the lemma's name, to `Finset.HasAntidiagonal.mem_antidiagonal`, which describes membership in the antidiagonal that `ha` does contain. The rewrite then gives the equation, which the next line names `hsum` and the later `omega` calls use to compare the orders with `k`.

The repair, with which the file compiles:

```diff
@@ -37,5 +37,5 @@
     · -- in each term one of the two orders is odd
       intro a ha
-      rw [Finset.mem_filter, Finset.mem_antidiagonal] at ha
+      rw [Finset.mem_filter, Finset.HasAntidiagonal.mem_antidiagonal] at ha
       obtain ⟨hsum, hlt⟩ := ha
       rcases Nat.even_or_odd a.1 with he | ho
```
